# Instability of a degenerate level under a traceless linear vibronic coupling

**Q.** What are the definitions, and which conventions do they fix?

**A.** The degenerate electronic level is a real space with an orthonormal basis indexed by a finite type `n`. A state is a vector u, normalized when u·u = 1. One real amplitude t measures the distortion along a fixed nuclear coordinate, with t = 0 the symmetric geometry. A real matrix W is the linear vibronic coupling, k is the force constant, and the energy is counted from the undistorted level:

E(t, u) = t⟨u, Wu⟩ + kt²/2

The Jahn–Teller theorem includes the group-theoretical statement that a state of a nonlinear molecule with an orbital degeneracy required by symmetry admits a symmetry-breaking mode with an allowed linear coupling; here a nonzero symmetric traceless W is assumed and only its consequence for the energy is proved.

```lean
import Mathlib

open Matrix

namespace JahnTellerInstability

noncomputable section

variable {n : Type*} [Fintype n]

/-- A real electronic state in the degenerate level is normalized when `u · u = 1`. -/
def Normalized (u : n → ℝ) : Prop := u ⬝ᵥ u = 1

/-- The expectation value `⟨u, M u⟩` of a real matrix `M` in the state `u`. -/
def expectation (M : Matrix n n ℝ) (u : n → ℝ) : ℝ := u ⬝ᵥ M *ᵥ u

/-- Energy of the state `u` at distortion amplitude `t`: linear vibronic term `t ⟨u, W u⟩`
plus elastic term `k t² / 2`. -/
def jtEnergy (W : Matrix n n ℝ) (k t : ℝ) (u : n → ℝ) : ℝ :=
  t * expectation W u + k * t ^ 2 / 2
```

**Q.** Instability concerns nuclei. Where are they?

**A.** Only in t, a classical parameter without kinetic energy. `Unstable W k` says: there is d > 0 such that for every t with 0 < |t| < d some normalized u has E(t, u) < 0. Both signs of t are required, and u may depend on t. The matrix diag(g, −g) serves as the example of a doublet coupled to a single mode.

```lean
/-- The symmetric geometry is unstable when, for every small enough nonzero distortion of either
sign, some normalized state has negative energy. -/
def Unstable (W : Matrix n n ℝ) (k : ℝ) : Prop :=
  ∃ d > 0, ∀ t : ℝ, 0 < |t| → |t| < d → ∃ u, Normalized u ∧ jtEnergy W k t u < 0

/-- The coupling matrix `diag(g, -g)` on a doubly degenerate level. -/
def twoLevelCoupling (g : ℝ) : Matrix (Fin 2) (Fin 2) ℝ := !![g, 0; 0, -g]
```

**Q.** Why should zero trace produce a state that goes down?

**A.** Suppose ⟨u, Wu⟩ ≥ 0 for every vector u. The basis vectors give Wᵢᵢ ≥ 0, and since Σᵢ Wᵢᵢ = 0 every diagonal entry vanishes. With Wⱼᵢ = Wᵢⱼ,

⟨eᵢ ± eⱼ, W(eᵢ ± eⱼ)⟩ = Wᵢᵢ + Wⱼⱼ ± 2Wᵢⱼ = ±2Wᵢⱼ ≥ 0

for both signs, so Wᵢⱼ = 0 and W = 0. In Lean `hs` is the symmetry and `ht` the zero trace; `he` gives ⟨eᵢ, Weⱼ⟩ = Wᵢⱼ, `hd0` is the vanishing diagonal, and `linarith` combines the two inequalities `h1` and `h2`.

```lean
/-- A symmetric traceless coupling whose expectation values are all nonnegative is zero. -/
theorem eq_zero_of_expectation_nonneg {W : Matrix n n ℝ} (hs : W.IsSymm) (ht : W.trace = 0)
    (h : ∀ u, 0 ≤ expectation W u) : W = 0 := by
  classical
  obtain ⟨e, he⟩ : ∃ e : n → n → ℝ, ∀ i j, e i ⬝ᵥ W *ᵥ e j = W i j := by
    refine ⟨fun i => Pi.single i 1, fun i j => ?_⟩
    show (Pi.single i 1 : n → ℝ) ⬝ᵥ W *ᵥ (Pi.single j 1 : n → ℝ) = W i j
    rw [single_dotProduct, one_mul]
    show (fun k => W i k) ⬝ᵥ (Pi.single j 1 : n → ℝ) = W i j
    rw [dotProduct_single, mul_one]
  -- the diagonal is nonnegative with zero sum
  have hd : ∀ i, 0 ≤ W i i := fun i => by
    have h1 := h (e i)
    unfold expectation at h1
    rwa [he] at h1
  have hsum : ∑ i, W i i = 0 := ht
  have hd0 : ∀ i, W i i = 0 := fun i =>
    (Finset.sum_eq_zero_iff_of_nonneg (fun i _ => hd i)).1 hsum i (Finset.mem_univ i)
  -- the states e i ± e j remove the off-diagonal entries
  ext i j
  have h1 := h (e i + e j)
  have h2 := h (e i - e j)
  simp only [expectation, Matrix.mulVec_add, add_dotProduct, dotProduct_add, he] at h1
  simp only [expectation, Matrix.mulVec_sub, sub_dotProduct, dotProduct_sub, he] at h2
  have hsym : W j i = W i j := hs.apply i j
  simp only [Matrix.zero_apply]
  linarith [hd0 i, hd0 j]
```

**Q.** Those vectors eᵢ ± eⱼ are not normalized.

**A.** Normalization comes afterwards. If W ≠ 0, some v has ⟨v, Wv⟩ < 0. Then v ≠ 0, so s = √(v·v) > 0, and u₋ = v/s satisfies

u₋·u₋ = 1,  ⟨u₋, Wu₋⟩ = ⟨v, Wv⟩/s² < 0

The matrix −W is again symmetric, traceless and nonzero, so the same statement applied to it yields a normalized u₊ with ⟨u₊, Wu₊⟩ > 0.

```lean
/-- A nonzero symmetric traceless coupling has a normalized state with negative expectation. -/
theorem exists_expectation_neg {W : Matrix n n ℝ} (hs : W.IsSymm) (ht : W.trace = 0)
    (hW : W ≠ 0) : ∃ u, Normalized u ∧ expectation W u < 0 := by
  obtain ⟨v, hv⟩ : ∃ v, expectation W v < 0 := by
    by_contra hc
    exact hW (eq_zero_of_expectation_nonneg hs ht fun u => not_lt.mp fun hu => hc ⟨u, hu⟩)
  have hnn : 0 ≤ v ⬝ᵥ v := Finset.sum_nonneg fun i _ => mul_self_nonneg _
  have hpos : 0 < v ⬝ᵥ v := by
    refine lt_of_le_of_ne hnn fun h0 => ?_
    have hv0 : v = 0 := dotProduct_self_eq_zero.1 h0.symm
    rw [hv0] at hv
    simp [expectation] at hv
  -- divide by the length
  obtain ⟨s, hs0, hss⟩ : ∃ s : ℝ, 0 < s ∧ s * s = v ⬝ᵥ v :=
    ⟨Real.sqrt (v ⬝ᵥ v), Real.sqrt_pos.2 hpos, Real.mul_self_sqrt hnn⟩
  have hne : s ≠ 0 := hs0.ne'
  refine ⟨s⁻¹ • v, ?_, ?_⟩
  · unfold Normalized
    simp only [smul_dotProduct, dotProduct_smul, smul_eq_mul]
    rw [← hss]
    field_simp
  · unfold expectation at hv ⊢
    simp only [Matrix.mulVec_smul, smul_dotProduct, dotProduct_smul, smul_eq_mul]
    exact mul_neg_of_pos_of_neg (inv_pos.2 hs0) (mul_neg_of_pos_of_neg (inv_pos.2 hs0) hv)

/-- A nonzero symmetric traceless coupling has a normalized state with positive expectation. -/
theorem exists_expectation_pos {W : Matrix n n ℝ} (hs : W.IsSymm) (ht : W.trace = 0)
    (hW : W ≠ 0) : ∃ u, Normalized u ∧ 0 < expectation W u := by
  have ht' : (-W).trace = 0 := by rw [Matrix.trace_neg, ht, neg_zero]
  obtain ⟨u, hu, hneg⟩ := exists_expectation_neg hs.neg ht' (neg_ne_zero.2 hW)
  refine ⟨u, hu, ?_⟩
  unfold expectation at hneg ⊢
  rw [Matrix.neg_mulVec, dotProduct_neg] at hneg
  linarith
```

**Q.** The harmonic form looks too convenient. Would anharmonic terms or quadratic coupling spoil the argument?

**A.** Not near t = 0. Take any family H(t) of matrices on the level with H(0) = E₀·1 and entries differentiable at zero, dHᵢⱼ/dt = Wᵢⱼ. For a fixed normalized u put

f(t) = ⟨u, H(t)u⟩ = Σᵢ uᵢ Σⱼ Hᵢⱼ(t) uⱼ

Then f(0) = E₀ u·u = E₀, which is `expectation_smul_one`. Differentiating the finite sum term by term gives f′(0) = ⟨u, Wu⟩, which is `hasDerivAt_expectation`; its two uses of `HasDerivAt.fun_sum` are the two sums.

```lean
/-- In a normalized state the expectation value of `c` times the identity is `c`. -/
theorem expectation_smul_one [DecidableEq n] (c : ℝ) {u : n → ℝ} (hu : Normalized u) :
    expectation (c • (1 : Matrix n n ℝ)) u = c := by
  have h1 : (c • (1 : Matrix n n ℝ)) *ᵥ u = c • u := by
    rw [Matrix.smul_mulVec, Matrix.one_mulVec]
  unfold Normalized at hu
  unfold expectation
  rw [h1, dotProduct_smul, hu, smul_eq_mul, mul_one]

/-- If the entries of `H t` have derivative `W` at `t = 0`, the expectation of `H t` in a fixed
state has derivative `⟨u, W u⟩` there. -/
theorem hasDerivAt_expectation {H : ℝ → Matrix n n ℝ} {W : Matrix n n ℝ}
    (hder : ∀ i j, HasDerivAt (fun t => H t i j) (W i j) 0) (u : n → ℝ) :
    HasDerivAt (fun t => expectation (H t) u) (expectation W u) 0 := by
  show HasDerivAt (fun t => ∑ i, u i * ∑ j, H t i j * u j) (∑ i, u i * ∑ j, W i j * u j) 0
  exact HasDerivAt.fun_sum fun i _ =>
    (HasDerivAt.fun_sum fun j _ => (hder i j).mul_const (u j)).const_mul (u i)
```

**Q.** And from slopes to a finite interval?

**A.** Write f₋ and f₊ for the functions belonging to u₋ and u₊. Their difference quotients tend to a negative and a positive number, so there is d > 0 such that for 0 < |t| < d

(f₋(t) − E₀)/t < 0  and  (f₊(t) − E₀)/t > 0

For t > 0 the first gives f₋(t) < E₀; for t < 0 the second gives f₊(t) < E₀. In the proof `e1` and `e2` are these sign statements near zero, `Metric.eventually_nhds_iff` extracts one d for both, and `rcases lt_or_gt_of_ne hne` chooses `up` or `um` by the sign of t. The hypothesis `h0` expresses the degeneracy and `hder` is differentiability at the single point t = 0. The theorem gives no formula for d.

```lean
/-- Let `H t` equal `E₀` times the identity at `t = 0` and have there a nonzero symmetric
traceless derivative `W`. Then for every small nonzero `t` some normalized state has expectation
of `H t` strictly below `E₀`. -/
theorem energy_lowering_of_hasDerivAt [DecidableEq n] {H : ℝ → Matrix n n ℝ}
    {W : Matrix n n ℝ} {E₀ : ℝ} (hs : W.IsSymm) (ht : W.trace = 0) (hW : W ≠ 0)
    (h0 : H 0 = E₀ • (1 : Matrix n n ℝ))
    (hder : ∀ i j, HasDerivAt (fun t => H t i j) (W i j) 0) :
    ∃ d > 0, ∀ t : ℝ, 0 < |t| → |t| < d →
      ∃ u, Normalized u ∧ expectation (H t) u < E₀ := by
  obtain ⟨um, hum, hneg⟩ := exists_expectation_neg hs ht hW
  obtain ⟨up, hup, hpos⟩ := exists_expectation_pos hs ht hW
  have hEm : expectation (H 0) um = E₀ := by rw [h0, expectation_smul_one E₀ hum]
  have hEp : expectation (H 0) up = E₀ := by rw [h0, expectation_smul_one E₀ hup]
  -- near zero the difference quotients keep the sign of the slopes
  have e1 := (tendsto_order.1
    (hasDerivAt_iff_tendsto_slope.1 (hasDerivAt_expectation hder um))).2 0 hneg
  have e2 := (tendsto_order.1
    (hasDerivAt_iff_tendsto_slope.1 (hasDerivAt_expectation hder up))).1 0 hpos
  obtain ⟨d, hd, h⟩ := Metric.eventually_nhds_iff.1 (eventually_nhdsWithin_iff.1 (e1.and e2))
  refine ⟨d, hd, fun t ht0 htd => ?_⟩
  have hne : t ≠ 0 := abs_pos.1 ht0
  have hdist : dist t 0 < d := by
    rw [Real.dist_eq, sub_zero]
    exact htd
  obtain ⟨h1, h2⟩ := h hdist (Set.mem_compl_singleton_iff.2 hne)
  simp only [slope_def_field, sub_zero, hEm, hEp] at h1 h2
  -- choose the state according to the sign of the distortion
  rcases lt_or_gt_of_ne hne with hlt | hgt
  · refine ⟨up, hup, ?_⟩
    rcases div_pos_iff.1 h2 with ⟨h3, h4⟩ | ⟨h3, h4⟩ <;> linarith
  · refine ⟨um, hum, ?_⟩
    rcases div_neg_iff.1 h1 with ⟨h3, h4⟩ | ⟨h3, h4⟩ <;> linarith
```

**Q.** A restoring force should resist the distortion. Why is there no condition on k in the harmonic case?

**A.** The elastic term has zero slope at the origin, whatever k is. Set

H(t) = tW + (kt²/2)·1,  H(0) = 0,  H′(0) = W

For normalized u one has ⟨u, H(t)u⟩ = E(t, u), which is `heq`, and the general theorem with E₀ = 0 gives the claim: for symmetric, traceless, nonzero W and every real k, some normalized state has negative energy at each t with 0 < |t| < d. The physical case k > 0 is included.

```lean
/-- For a nonzero symmetric traceless coupling `W` and any force constant `k` there is `d > 0`
such that for `0 < |t| < d` some normalized state has `t ⟨u, W u⟩ + k t² / 2 < 0`. -/
theorem symmetric_geometry_unstable {W : Matrix n n ℝ} (hs : W.IsSymm) (ht : W.trace = 0)
    (hW : W ≠ 0) (k : ℝ) :
    ∃ d > 0, ∀ t : ℝ, 0 < |t| → |t| < d → ∃ u, Normalized u ∧ jtEnergy W k t u < 0 := by
  classical
  -- apply the general result to H t = t W + (k t² / 2) 1
  obtain ⟨d, hd, h⟩ := energy_lowering_of_hasDerivAt
    (H := fun t => t • W + (k * t ^ 2 / 2) • (1 : Matrix n n ℝ)) (E₀ := 0) hs ht hW (by simp)
    (by
      intro i j
      simp only [Matrix.add_apply, Matrix.smul_apply, smul_eq_mul]
      have h1 := ((hasDerivAt_id' (0 : ℝ)).mul_const (W i j)).fun_add
        ((((hasDerivAt_pow 2 (0 : ℝ)).const_mul k).div_const 2).mul_const
          ((1 : Matrix n n ℝ) i j))
      exact h1.congr_deriv (by simp))
  refine ⟨d, hd, fun t h1 h2 => ?_⟩
  obtain ⟨u, hu, hlt⟩ := h t h1 h2
  refine ⟨u, hu, ?_⟩
  have hsm : (t • W) *ᵥ u = t • (W *ᵥ u) := by
    exact Matrix.smul_mulVec _ _ _
  have heq : expectation (t • W + (k * t ^ 2 / 2) • (1 : Matrix n n ℝ)) u
      = jtEnergy W k t u := by
    have h3 := expectation_smul_one (k * t ^ 2 / 2) hu
    unfold expectation at h3
    unfold jtEnergy expectation
    rw [Matrix.add_mulVec, dotProduct_add, h3, hsm, dotProduct_smul, smul_eq_mul]
  exact lt_of_eq_of_lt heq.symm hlt
```

**Q.** Could the definition of instability be so weak that everything is unstable?

**A.** No. For k ≥ 0 and W = 0 the energy at t = d/2 is k(d/2)²/2 ≥ 0 for every state, so no d works. For symmetric traceless W and k ≥ 0, instability is therefore equivalent to W ≠ 0. The sign condition `hk` is needed in this direction: with k < 0 and W = 0 every normalized state has negative energy at t ≠ 0.

```lean
/-- For a symmetric traceless coupling and a nonnegative force constant, the symmetric geometry
is unstable exactly when the coupling is nonzero. -/
theorem unstable_iff_ne_zero {W : Matrix n n ℝ} (hs : W.IsSymm) (ht : W.trace = 0)
    {k : ℝ} (hk : 0 ≤ k) : Unstable W k ↔ W ≠ 0 := by
  constructor
  · rintro ⟨d, hd, h⟩ hW0
    obtain ⟨u, _, hu⟩ := h (d / 2)
      (by rw [abs_of_pos (half_pos hd)]; exact half_pos hd)
      (by rw [abs_of_pos (half_pos hd)]; exact half_lt_self hd)
    have h1 : expectation W u = 0 := by
      rw [hW0]
      simp [expectation]
    have h2 : 0 ≤ k * (d / 2) ^ 2 / 2 := by positivity
    unfold jtEnergy at hu
    rw [h1] at hu
    linarith
  · intro hW
    exact symmetric_geometry_unstable hs ht hW k
```

**Q.** How much energy is gained?

**A.** With w = ⟨u, Wu⟩ and k > 0, completing the square gives

E(t, u) = −w²/(2k) + (k/2)(t + w/k)²

This identity is `key`. The energy of a fixed u is at least −w²/(2k) at every t and equals it at t = −w/k. The identity holds for any W and any vector u, but E(t, u) is the energy of a physical state only when u is normalized, so only then is w²/(2k) an energy gain. The statement does not minimize over states.

```lean
/-- For a positive force constant the energy of a fixed state equals `-⟨u, W u⟩² / (2 k)` at
`t = -⟨u, W u⟩ / k` and is at least this value at every `t`. -/
theorem stabilization_energy (W : Matrix n n ℝ) {k : ℝ} (hk : 0 < k) (u : n → ℝ) :
    jtEnergy W k (-expectation W u / k) u = -(expectation W u ^ 2) / (2 * k) ∧
      ∀ t, -(expectation W u ^ 2) / (2 * k) ≤ jtEnergy W k t u := by
  have hne : k ≠ 0 := hk.ne'
  -- complete the square in t
  have key : ∀ t, jtEnergy W k t u
      = -(expectation W u ^ 2) / (2 * k) + k / 2 * (t + expectation W u / k) ^ 2 := by
    intro t
    unfold jtEnergy
    field_simp
    ring
  refine ⟨?_, fun t => ?_⟩
  · rw [key]
    ring
  · rw [key]
    have h1 : 0 ≤ k / 2 * (t + expectation W u / k) ^ 2 := by positivity
    linarith
```

**Q.** Are zero trace and symmetry really used?

**A.** For W = 1 every normalized state has E = t + kt²/2, which is positive for t > 0 and k ≥ 0, so the level shifts as a whole and the two-sided lowering fails (the energy still falls for small t < 0, so t = 0 is not a minimum either); `not_unstable_one` evaluates this at t = d/2. Without symmetry, a nonzero antisymmetric W is traceless and has ⟨u, Wu⟩ = 0 for all real u, leaving E = kt²/2.

```lean
/-- With the identity as coupling and a nonnegative force constant, lowering on both sides of
`t = 0` fails: in the two-sided sense of `Unstable` the geometry is not
unstable. -/
theorem not_unstable_one [DecidableEq n] {k : ℝ} (hk : 0 ≤ k) :
    ¬ Unstable (1 : Matrix n n ℝ) k := by
  rintro ⟨d, hd, h⟩
  obtain ⟨u, hn, hu⟩ := h (d / 2)
    (by rw [abs_of_pos (half_pos hd)]; exact half_pos hd)
    (by rw [abs_of_pos (half_pos hd)]; exact half_lt_self hd)
  have h1 : expectation (1 : Matrix n n ℝ) u = 1 := by
    unfold expectation
    rw [Matrix.one_mulVec]
    exact hn
  have h2 : 0 ≤ k * (d / 2) ^ 2 / 2 := by positivity
  unfold jtEnergy at hu
  rw [h1] at hu
  linarith
```

**Q.** An unspecified d could be useless. Is there a case with the exact range?

**A.** For W = diag(g, −g) with g > 0 and k > 0, and components u₀, u₁ with u₀² + u₁² = 1,

t⟨u, Wu⟩ = tg(u₀² − u₁²) ≥ −|t|g

which is `hb`. A negative energy then forces k|t|²/2 < |t|g, hence |t| > 0 and, after division by |t|, also |t| < 2g/k. Conversely, (1, 0) for t < 0 and (0, 1) for t > 0 both give

E = −|t|(g − k|t|/2) < 0  when 0 < |t| < 2g/k

So lowering occurs exactly on that range. For any g ≠ 0 this matrix is symmetric, traceless and nonzero, and the last theorem concludes instability for every k.

```lean
/-- For the coupling `diag(g, -g)` with `g > 0` and `k > 0`, some normalized state has negative
energy at distortion `t` exactly when `0 < |t| < 2 g / k`. -/
theorem twoLevel_lowering_iff {g k : ℝ} (hg : 0 < g) (hk : 0 < k) (t : ℝ) :
    (∃ u, Normalized u ∧ jtEnergy (twoLevelCoupling g) k t u < 0) ↔
      0 < |t| ∧ |t| < 2 * g / k := by
  have hexp : ∀ u : Fin 2 → ℝ,
      expectation (twoLevelCoupling g) u = g * (u 0 ^ 2 - u 1 ^ 2) := by
    intro u
    show ∑ i, u i * ∑ j, twoLevelCoupling g i j * u j = _
    simp [Fin.sum_univ_two, twoLevelCoupling]
    ring
  have hN : ∀ u : Fin 2 → ℝ, Normalized u ↔ u 0 ^ 2 + u 1 ^ 2 = 1 := by
    intro u
    show ∑ i, u i * u i = 1 ↔ _
    rw [Fin.sum_univ_two, sq, sq]
  constructor
  · rintro ⟨u, hu, he⟩
    rw [hN] at hu
    unfold jtEnergy at he
    rw [hexp] at he
    -- the linear term is bounded below by -|t| g
    have b1 : 0 ≤ t + |t| := by linarith [neg_abs_le t]
    have b2 : 0 ≤ |t| - t := by linarith [le_abs_self t]
    have a1 := mul_nonneg (mul_nonneg hg.le (sq_nonneg (u 0))) b1
    have a2 := mul_nonneg (mul_nonneg hg.le (sq_nonneg (u 1))) b2
    have a3 : |t| * g * (u 0 ^ 2 + u 1 ^ 2) = |t| * g := by rw [hu, mul_one]
    have hb : -(|t| * g) ≤ t * (g * (u 0 ^ 2 - u 1 ^ 2)) := by nlinarith [a1, a2, a3]
    have h2 : k * |t| ^ 2 / 2 < |t| * g := by
      rw [sq_abs]
      linarith
    have hpos : 0 < |t| := by
      refine lt_of_le_of_ne (abs_nonneg t) fun h => ?_
      rw [← h] at h2
      simp at h2
    refine ⟨hpos, ?_⟩
    rw [lt_div_iff₀ hk]
    by_contra hc
    nlinarith [mul_le_mul_of_nonneg_left (not_lt.1 hc) hpos.le]
  · rintro ⟨h1, h2⟩
    rw [lt_div_iff₀ hk] at h2
    rcases lt_or_gt_of_ne (abs_pos.1 h1) with ht | ht
    · refine ⟨![1, 0], (hN _).2 (by simp), ?_⟩
      have e : expectation (twoLevelCoupling g) ![1, 0] = g := by
        rw [hexp]
        simp
      rw [abs_of_neg ht] at h2
      unfold jtEnergy
      rw [e]
      nlinarith [mul_pos (neg_pos.2 ht) (sub_pos.2 h2)]
    · refine ⟨![0, 1], (hN _).2 (by simp), ?_⟩
      have e : expectation (twoLevelCoupling g) ![0, 1] = -g := by
        rw [hexp]
        simp
      have ht' : 0 < t := ht
      rw [abs_of_pos ht'] at h2
      unfold jtEnergy
      rw [e]
      nlinarith [mul_pos ht' (sub_pos.2 h2)]

/-- For `g ≠ 0` the coupling `diag(g, -g)` is symmetric, traceless and nonzero, and the symmetric
geometry is unstable for every force constant. -/
theorem twoLevelCoupling_witness {g : ℝ} (hg : g ≠ 0) (k : ℝ) :
    (twoLevelCoupling g).IsSymm ∧ (twoLevelCoupling g).trace = 0 ∧ twoLevelCoupling g ≠ 0 ∧
      Unstable (twoLevelCoupling g) k := by
  have hs : (twoLevelCoupling g).IsSymm := by
    show (twoLevelCoupling g)ᵀ = twoLevelCoupling g
    ext i j
    fin_cases i <;> fin_cases j <;> simp [twoLevelCoupling]
  have ht : (twoLevelCoupling g).trace = 0 := by
    simp [twoLevelCoupling, Matrix.trace_fin_two]
  have hW : twoLevelCoupling g ≠ 0 := by
    intro h
    have h1 := congrFun (congrFun h 0) 0
    exact hg (by simpa [twoLevelCoupling] using h1)
  exact ⟨hs, ht, hW, symmetric_geometry_unstable hs ht hW k⟩

end

end JahnTellerInstability
```

```lean
#print axioms JahnTellerInstability.unstable_iff_ne_zero
#print axioms JahnTellerInstability.stabilization_energy
#print axioms JahnTellerInstability.not_unstable_one
#print axioms JahnTellerInstability.twoLevel_lowering_iff
```

```
'JahnTellerInstability.unstable_iff_ne_zero' depends on axioms: [propext, Classical.choice, Quot.sound]
'JahnTellerInstability.stabilization_energy' depends on axioms: [propext, Classical.choice, Quot.sound]
'JahnTellerInstability.not_unstable_one' depends on axioms: [propext, Classical.choice, Quot.sound]
'JahnTellerInstability.twoLevel_lowering_iff' depends on axioms: [propext, Classical.choice, Quot.sound]
```

**Q.** What may I take from this for an electronic-structure calculation?

**A.** In this simplified one-coordinate model on a finite real level, a nonzero symmetric traceless linear coupling means that states of lower energy exist at all sufficiently small displacements of either sign, which bears on geometry optimizations started at a symmetric structure with a degenerate state. Several modes at once, complex Hermitian couplings such as spin–orbit terms, mixing with other levels, and nuclear quantum motion are absent. Two further readings rest on standard arguments that the theorems here leave unproved: by the variational principle the lowest eigenvalue of a symmetric H(t) lies below E₀ on the same interval, and for a level spanning one irreducible representation symmetry makes W traceless along a coordinate that has no totally symmetric component.
